# Operator strings padded with identities sum to a truncated exponential when weighted by $b^n(M-n)!/M!$

Let $A$ be a real algebra with unit, not necessarily commutative, and let $h_j\in A$ be operators labelled by a finite set $J$. Write $H=\sum_j h_j$ and let $b$ be real. In stochastic series expansion $b$ is the inverse temperature and the Hamiltonian is $-H$. Complex matrices are included, since they form a real algebra.

In Lean 4 with Mathlib:

```lean
import Mathlib

open scoped Polynomial
open Polynomial (X)

namespace OperatorStringPadding

noncomputable section

variable {J A : Type*} [Fintype J] [Ring A] [Algebra ℝ A]
```

A string $s$ of length $M$ is a function `Fin M → Option J`: `none` is the identity and `some j` is $h_j$. Its expansion order $n(s)$ counts the non-identity entries.

```lean
/-- The expansion order of a padded string: the number of entries that are not the
identity (`none` stands for the identity, `some j` for the operator `h j`). -/
def expansionOrder {J : Type*} {M : ℕ} (s : Fin M → Option J) : ℕ :=
  ∑ i, if (s i).isSome then 1 else 0
```

Its operator $P(s)$ is the ordered product, first entry leftmost. The empty string has $P=1$.

```lean
/-- The ordered product of the operators in a padded string. -/
def stringProd {J A : Type*} [Ring A] (h : J → A) {M : ℕ} (s : Fin M → Option J) : A :=
  (List.ofFn fun i => (s i).elim 1 h).prod
```

The padding weight is $W_M(n)=b^n(M-n)!/M!$, used for $n\le M$.

```lean
/-- The weight `b^n (M-n)!/M!` of a string of length `M` with `n ≤ M` non-identity entries. -/
def paddedWeight (b : ℝ) (M n : ℕ) : ℝ :=
  b ^ n * ((M - n).factorial : ℝ) / (M.factorial : ℝ)
```

## (a) Remove the first entry

For any weight $w(n)$, with $s$ of length $M+1$ and $t$ of length $M$, show that
$$\sum_s w(n(s))P(s)=\sum_t w(n(t))P(t)+H\sum_t w(n(t)+1)P(t).$$

**Solution.** Write $s$ as a first entry followed by $t$. If the entry is the identity, order and product are those of $t$. If it is $h_j$, the order is $n(t)+1$ and the product is $h_jP(t)$. Summing over $j$ puts $H$ on the left; nothing has been commuted.

In the code, `o0`, `o1`, `p0` and `p1` are these four facts, and `Fin.consEquiv` is the bijection between $s$ and the pair (entry, $t$).

```lean
/-- Splitting off the first entry of the string: it is either the identity, or one of the
operators `h j`, which raises the expansion order by one. -/
theorem sum_strings_succ (h : J → A) (M : ℕ) (w : ℕ → ℝ) :
    ∑ s : Fin (M + 1) → Option J, w (expansionOrder s) • stringProd h s =
      ∑ s : Fin M → Option J, w (expansionOrder s) • stringProd h s +
      (∑ j, h j) * ∑ s : Fin M → Option J, w (expansionOrder s + 1) • stringProd h s := by
  have o0 : ∀ s : Fin M → Option J,
      expansionOrder (Fin.cons none s : Fin (M + 1) → Option J) = expansionOrder s := by
    intro s
    unfold expansionOrder
    rw [Fin.sum_univ_succ]
    simp
  have o1 : ∀ (j : J) (s : Fin M → Option J),
      expansionOrder (Fin.cons (some j) s : Fin (M + 1) → Option J)
        = expansionOrder s + 1 := by
    intro j s
    unfold expansionOrder
    rw [Fin.sum_univ_succ]
    simp [add_comm]
  have p0 : ∀ s : Fin M → Option J,
      stringProd h (Fin.cons none s : Fin (M + 1) → Option J) = stringProd h s := by
    intro s
    simp [stringProd, List.ofFn_succ]
  have p1 : ∀ (j : J) (s : Fin M → Option J),
      stringProd h (Fin.cons (some j) s : Fin (M + 1) → Option J)
        = h j * stringProd h s := by
    intro j s
    simp [stringProd, List.ofFn_succ]
  -- a string of length M + 1 is a first entry together with a string of length M
  have key := Fintype.sum_equiv (Fin.consEquiv (fun _ : Fin (M + 1) => Option J))
    (fun p : Option J × (Fin M → Option J) =>
      w (expansionOrder (Fin.cons p.1 p.2 : Fin (M + 1) → Option J)) •
        stringProd h (Fin.cons p.1 p.2 : Fin (M + 1) → Option J))
    (fun s : Fin (M + 1) → Option J => w (expansionOrder s) • stringProd h s)
    (fun _ => rfl)
  refine key.symm.trans ?_
  rw [Fintype.sum_prod_type, Fintype.sum_option]
  simp only [o0, o1, p0, p1]
  congr 1
  rw [Finset.sum_mul]
  refine Finset.sum_congr rfl fun j _ => ?_
  rw [Finset.mul_sum]
  refine Finset.sum_congr rfl fun s _ => ?_
  rw [mul_smul_comm]
```

## (b) Count the paddings

Show that, over strings of length $M$,
$$\sum_s w(n(s))P(s)=\sum_{n=0}^{M}\binom Mn w(n)H^n.$$

**Solution.** For $M=0$ both sides are $w(0)\,1$. For the step, (a) and the induction hypothesis, applied to $w(n)$ and to $w(n+1)$, give
$$\sum_{n=0}^{M}\binom Mn w(n)H^n+\sum_{n=0}^{M}\binom Mn w(n+1)H^{n+1}.$$
The $H^0$ term is $w(0)$. For $0\le n\le M$, the factor of $H^{n+1}$ is
$$\left[\binom M{n+1}+\binom Mn\right]w(n+1)=\binom{M+1}{n+1}w(n+1).$$

The induction is `generalizing w` because it needs both weights; `e1` adds a vanishing top term and `e2` is Pascal's rule.

```lean
/-- For any weight that depends only on the expansion order `n`, the sum over padded strings
is a polynomial in `∑ j, h j`, where each order is counted `M.choose n` times. -/
theorem sum_strings (h : J → A) (M : ℕ) (w : ℕ → ℝ) :
    ∑ s : Fin M → Option J, w (expansionOrder s) • stringProd h s =
      ∑ n ∈ Finset.range (M + 1), ((M.choose n : ℝ) * w n) • (∑ j, h j) ^ n := by
  induction M generalizing w with
  | zero => simp [expansionOrder, stringProd]
  | succ M ih =>
    rw [sum_strings_succ, ih w, ih (fun n => w (n + 1))]
    generalize (∑ j, h j) = H
    have e1 : ∑ n ∈ Finset.range (M + 1), ((M.choose n : ℝ) * w n) • H ^ n =
        ∑ n ∈ Finset.range (M + 1 + 1), ((M.choose n : ℝ) * w n) • H ^ n := by
      rw [Finset.sum_range_succ _ (M + 1)]
      simp
    -- Pascal's rule, term by term
    have e2 : ∀ n : ℕ, (((M + 1).choose (n + 1) : ℝ) * w (n + 1)) • H ^ (n + 1) =
        ((M.choose (n + 1) : ℝ) * w (n + 1)) • H ^ (n + 1) +
          H * (((M.choose n : ℝ) * w (n + 1)) • H ^ n) := by
      intro n
      rw [mul_smul_comm, ← pow_succ', ← add_smul, Nat.choose_succ_succ']
      push_cast
      congr 1
      ring
    rw [e1, Finset.sum_range_succ' _ (M + 1), Finset.sum_range_succ' _ (M + 1)]
    simp only [e2, Finset.sum_add_distrib, Finset.mul_sum, Nat.choose_zero_right]
    abel
```

## (c) Cancel the binomial coefficient

For $n\le M$, show that $\binom Mn W_M(n)=b^n/n!$.

**Solution.**
$$\frac{M!}{n!\,(M-n)!}\cdot\frac{b^n(M-n)!}{M!}=\frac{b^n}{n!}.$$

The code clears denominators and uses the factorial identity `hf`. Without $n\le M$ the claim fails: at $M=0$, $n=1$ the left side is $0$ and the right side is $b$.

```lean
/-- For `n ≤ M`, the padding weight times the number of ways to place `n` operators in `M`
slots is the Taylor coefficient `b^n/n!`. -/
theorem choose_mul_paddedWeight (b : ℝ) {M n : ℕ} (hn : n ≤ M) :
    (M.choose n : ℝ) * paddedWeight b M n = b ^ n / (n.factorial : ℝ) := by
  have hf : (M.choose n : ℝ) * (n.factorial : ℝ) * ((M - n).factorial : ℝ)
      = (M.factorial : ℝ) := by
    exact_mod_cast Nat.choose_mul_factorial_mul_factorial hn
  have hM : (M.factorial : ℝ) ≠ 0 := Nat.cast_ne_zero.mpr (Nat.factorial_ne_zero M)
  have hn0 : (n.factorial : ℝ) ≠ 0 := Nat.cast_ne_zero.mpr (Nat.factorial_ne_zero n)
  unfold paddedWeight
  rw [← mul_div_assoc, div_eq_div_iff hM hn0]
  linear_combination b ^ n * hf
```

## (d) Sum the padded strings

Show that
$$\sum_s W_M(n(s))P(s)=T_M,\qquad T_M:=\sum_{n=0}^{M}\frac{(bH)^n}{n!}.$$

**Solution.** Put $w=W_M$ in (b), replace each coefficient by (c), and use $b^nH^n=(bH)^n$. The code does the same, with `Finset.range (M + 1)` for $n=0,\dots,M$.

For a finite-dimensional lattice model, this lets a simulation use strings of fixed length without changing the series truncated at order $M$. Traces, sampling and the signs of weights are not treated.

```lean
/-- The sum over padded operator strings of length `M`, with weight `b^n (M-n)!/M!`, is the
Taylor polynomial of order `M` of the exponential of `b ∑ j, h j`. -/
theorem padded_sum (h : J → A) (b : ℝ) (M : ℕ) :
    ∑ s : Fin M → Option J, paddedWeight b M (expansionOrder s) • stringProd h s =
      ∑ n ∈ Finset.range (M + 1), (1 / (n.factorial : ℝ)) • (b • ∑ j, h j) ^ n := by
  rw [sum_strings h M (paddedWeight b M)]
  refine Finset.sum_congr rfl fun n hn => ?_
  rw [choose_mul_paddedWeight b (Nat.lt_succ_iff.mp (Finset.mem_range.mp hn)),
    smul_pow, smul_smul]
  congr 1
  ring
```

## (e) Insert the expansion order

Over strings of length $M+1$, show that
$$\sum_s n(s)\,W_{M+1}(n(s))\,P(s)=bH\,T_M.$$

**Solution.** By (b) and (c) the left side is $\sum_{n=0}^{M+1} n(bH)^n/n!$. The $n=0$ term vanishes; shifting the index leaves $\sum_{n=0}^{M}(bH)^{n+1}/n!$. In the code, `ht` is the shifted coefficient.

For Hermitian matrices, taking traces and dividing by the trace of $T_{M+1}$, where that is not zero, gives the mean order in the traced string weights, which need not be positive. The trace is positive for all large $M$, and the mean tends to $-b$ times the thermal energy as $M$ grows. By the same cancellation, inserting $n(n-1)$ at length $M+2$ gives $(bH)^2T_M$.

```lean
/-- Inserting the expansion order into the padded sum of length `M + 1` gives `b ∑ j, h j`
times the Taylor polynomial of order `M`. -/
theorem padded_sum_order (h : J → A) (b : ℝ) (M : ℕ) :
    ∑ s : Fin (M + 1) → Option J,
        ((expansionOrder s : ℝ) * paddedWeight b (M + 1) (expansionOrder s)) •
          stringProd h s =
      (b • ∑ j, h j) *
        ∑ n ∈ Finset.range (M + 1), (1 / (n.factorial : ℝ)) • (b • ∑ j, h j) ^ n := by
  rw [sum_strings h (M + 1) (fun n => (n : ℝ) * paddedWeight b (M + 1) n),
    Finset.sum_range_succ', Finset.mul_sum]
  -- the string without operators does not contribute
  simp only [Nat.cast_zero, zero_mul, mul_zero, zero_smul, add_zero]
  refine Finset.sum_congr rfl fun n hn => ?_
  have hc := choose_mul_paddedWeight b (Nat.succ_le_of_lt (Finset.mem_range.mp hn))
  have hn0 : (n.factorial : ℝ) ≠ 0 := Nat.cast_ne_zero.mpr (Nat.factorial_ne_zero n)
  have hn1 : (n : ℝ) + 1 ≠ 0 := by positivity
  have ht : ((M + 1).choose (n + 1) : ℝ) *
      (((n + 1 : ℕ) : ℝ) * paddedWeight b (M + 1) (n + 1))
        = b ^ (n + 1) / (n.factorial : ℝ) := by
    rw [mul_left_comm, hc, Nat.factorial_succ]
    push_cast
    field_simp
  rw [ht, mul_smul_comm, ← pow_succ', smul_pow, smul_smul]
  congr 1
  ring
```

## (f) Recover the weight

Take one operator, the polynomial variable $X$. Suppose $w$ satisfies
$$\sum_s w(n(s))X^{n(s)}=\sum_{n=0}^{M}\frac{(bX)^n}{n!}.$$
Show that $w(n)=W_M(n)$ for all $n\le M$.

**Solution.** By (b), comparing coefficients of $X^n$ gives $\binom Mn w(n)=b^n/n!$. By (c) this equals $\binom Mn W_M(n)$, and $\binom Mn\ne0$. The code reads off coefficients with `hcoeff` and cancels with `hC`.

The independence of the powers of $X$ matters: with the operator $0$ instead and $M=1$, the condition fixes $w(0)=1$ but leaves $w(1)$ arbitrary.

```lean
/-- The padding weight is forced: if a weight depending only on the expansion order gives the
Taylor polynomial for a single free operator `X`, it is `b^n (M-n)!/M!` for all `n ≤ M`. -/
theorem paddedWeight_unique (b : ℝ) (M : ℕ) (w : ℕ → ℝ)
    (hw : ∑ s : Fin M → Option Unit,
        w (expansionOrder s) • stringProd (fun _ => (X : ℝ[X])) s =
      ∑ n ∈ Finset.range (M + 1), (1 / (n.factorial : ℝ)) • (b • (X : ℝ[X])) ^ n)
    {n : ℕ} (hn : n ≤ M) : w n = paddedWeight b M n := by
  have hcoeff : ∀ c : ℕ → ℝ,
      (∑ k ∈ Finset.range (M + 1), c k • (X : ℝ[X]) ^ k).coeff n = c n := by
    intro c
    rw [Polynomial.finsetSum_coeff, Finset.sum_eq_single n]
    · simp [Polynomial.coeff_X_pow]
    · intro k _ hk
      simp [Polynomial.coeff_X_pow, hk.symm]
    · intro hmem
      exact absurd (Finset.mem_range.mpr (by omega)) hmem
  rw [sum_strings] at hw
  -- compare the coefficients of X ^ n
  have h2 := congrArg (fun p : ℝ[X] => p.coeff n) hw
  simp only [smul_pow, smul_smul, Finset.univ_unique, Finset.sum_singleton, hcoeff] at h2
  have hC : (M.choose n : ℝ) ≠ 0 := Nat.cast_ne_zero.mpr (Nat.choose_pos hn).ne'
  apply mul_left_cancel₀ hC
  rw [h2, choose_mul_paddedWeight b hn]
  ring
```

## (g) Let the cutoff grow

In a complete normed algebra, show that
$$\lim_{M\to\infty}\sum_s W_M(n(s))P(s)=e^{bH}.$$

**Solution.** By (d) the sums are the partial sums $T_M$ of the exponential series, which converges absolutely because $\sum_n\|bH\|^n/n!$ is finite. The code takes this convergence from Mathlib, shifts the index by one and rewrites with `padded_sum`. Bounded operators are covered, unbounded Hamiltonians are not, and no rate is given.

```lean
/-- In a complete normed algebra the padded sums converge to the exponential of
`b ∑ j, h j` as the string length grows. -/
theorem padded_sum_tendsto_exp {B : Type*} [NormedRing B] [NormedAlgebra ℝ B]
    [CompleteSpace B] (h : J → B) (b : ℝ) :
    Filter.Tendsto
      (fun M : ℕ => ∑ s : Fin M → Option J,
        paddedWeight b M (expansionOrder s) • stringProd h s)
      Filter.atTop (nhds (NormedSpace.exp (b • ∑ j, h j))) := by
  have hs := (NormedSpace.exp_series_hasSum_exp' (𝕂 := ℝ) (b • ∑ j, h j)).tendsto_sum_nat
  have ht := hs.comp (Filter.tendsto_add_atTop_nat 1)
  refine ht.congr fun M => ?_
  rw [padded_sum]
  simp only [Function.comp_apply, one_div]

end

end OperatorStringPadding
```

```lean
#print axioms OperatorStringPadding.padded_sum
#print axioms OperatorStringPadding.padded_sum_order
#print axioms OperatorStringPadding.paddedWeight_unique
#print axioms OperatorStringPadding.padded_sum_tendsto_exp
```

```
'OperatorStringPadding.padded_sum' depends on axioms: [propext, Classical.choice, Quot.sound]
'OperatorStringPadding.padded_sum_order' depends on axioms: [propext, Classical.choice, Quot.sound]
'OperatorStringPadding.paddedWeight_unique' depends on axioms: [propext, Classical.choice, Quot.sound]
'OperatorStringPadding.padded_sum_tendsto_exp' depends on axioms: [propext, Classical.choice, Quot.sound]
```
